# Inside a one-dimensional hard-wall box of length L, the ground-state density of N non-interacting spinless fermions is exactly (N + 1/2)/L minus one oscillating term

Q: Take one particle in the ground state of a box with hard walls at x = 0 and x = L. Its density is (2/L) sin²(πx/L), a single hump. In what sense is that a uniform density minus an oscillation?

A: Write θ = πx/L. The double-angle formula gives

(2/L) sin²θ = 1/L − (1/L) cos 2θ.

For 0 < x < L we have sin θ > 0, so we may divide 2 sin θ cos 2θ = sin 3θ − sin θ by 2 sin θ:

cos 2θ = sin 3θ/(2 sin θ) − 1/2.

Inserting this,

(2/L) sin²θ = 3/(2L) − sin 3θ/(2L sin θ).

The uniform part is 3/(2L) and not 1/L, because the −1/2 has moved into it.

Q: And for N particles?

A: In their ground state, N non-interacting spinless fermions fill the lowest standing waves j = 1, ..., N once each, so the density is

n(x) = Σⱼ (2/L) sin²(jθ) = N/L − (1/L) Σⱼ cos(2jθ).

Every cosine obeys

2 sin θ cos(2jθ) = sin((2j+1)θ) − sin((2j−1)θ),

and in the sum over j all but the two end terms cancel:

2 sin θ Σⱼ cos(2jθ) = sin((2N+1)θ) − sin θ.

Dividing by 2 sin θ and inserting,

n(x) = (N + 1/2)/L − sin((2N+1)θ)/(2L sin θ).

Now set kF = (N + 1/2)π/L and T = L/kF, in units ħ = m = 1. Then (N + 1/2)/L = kF/π, (2N+1)θ = 2 kF x and T kF = L, which gives

n(x) = kF/π − sin(2 kF x)/(2 T kF sin(πx/L)).

Q: If T kF is just L, what does T add?

A: Nothing to the algebra. It is the time a classical particle of momentum kF takes to cross the box, and it puts the result in semiclassical language. The identity itself holds for every N, with no large-N limit.

Q: Show me how the formal version encodes this.

A: Positions and lengths are real numbers; j and N are natural numbers.

```lean
import Mathlib

open scoped Real

namespace FlatBoxFermions

noncomputable section
```

The orbital carries its normalisation factor √(2/L), and its level is the kinetic energy of momentum jπ/L.

```lean
/-- The `j`-th standing wave, `j ≥ 1`, of a hard-wall box of length `L > 0`. -/
def orbital (L : ℝ) (j : ℕ) (x : ℝ) : ℝ := Real.sqrt (2 / L) * Real.sin (j * π * x / L)

/-- The energy of the `j`-th standing wave, `j ≥ 1`, in a box of length `L > 0`, with `ħ = m = 1`.
-/
def level (L : ℝ) (j : ℕ) : ℝ := (j * π / L) ^ 2 / 2
```

The density is the sum of squared orbitals, a number per unit length.

```lean
/-- The density of `N` spinless fermions in the orbitals `1, ..., N` of a box of length `L > 0`. -/
def density (L : ℝ) (N : ℕ) (x : ℝ) : ℝ := ∑ j ∈ Finset.Icc 1 N, orbital L j x ^ 2
```

For N ≥ 1, `kF` lies midway between the last occupied momentum Nπ/L and the first empty one, (N+1)π/L. This is a definition, standing for the edge of the filled levels. The crossing time follows from it.

```lean
/-- The semiclassical Fermi momentum, halfway between the momenta of the last filled and the first
empty orbital, for `L > 0` and `N ≥ 1`. -/
def kF (L : ℝ) (N : ℕ) : ℝ := (N + 1 / 2) * π / L

/-- The time a classical particle of unit mass and momentum `kF` needs to cross the box,
for `L > 0`. -/
def crossingTime (L : ℝ) (N : ℕ) : ℝ := L / kF L N
```

Q: So the density is a sum of squared sines by decree. Why should I accept it as the density of fermions?

A: Because the sines are shown to be what they should be. For orthonormality, the product of orbitals i and j is

(1/L) [cos((i−j)θ) − cos((i+j)θ)],

and for a non-zero integer m

∫₀ᴸ cos(mπx/L) dx = (L/(mπ)) sin(mπ) = 0.

If i = j ≥ 1, the first cosine equals 1 and the integral is 1; if i ≠ j, both cosines integrate to zero. The first lemma differentiates the phase, the second does the cosine integral through its antiderivative, and the third combines them, with `hprod` as the product formula.

```lean
/-- The phase `c π x / L` of a standing wave grows at the constant rate `c π / L`. -/
theorem hasDerivAt_phase (L c x : ℝ) :
    HasDerivAt (fun y : ℝ => c * π * y / L) (c * π / L) x :=
  (((hasDerivAt_id' x).const_mul (c * π)).div_const L).congr_deriv (by ring)

/-- A cosine with a non-zero whole number of half-waves in the box integrates to zero. -/
theorem integral_cos_halfwaves {L : ℝ} (hL : 0 < L) (m : ℤ) (hm : m ≠ 0) :
    ∫ x in (0 : ℝ)..L, Real.cos (m * π * x / L) = 0 := by
  have hm' : (m : ℝ) ≠ 0 := Int.cast_ne_zero.2 hm
  have hL' : L ≠ 0 := hL.ne'
  have hpi : π ≠ 0 := Real.pi_ne_zero
  have hd : ∀ x ∈ Set.uIcc 0 L, HasDerivAt
      (fun y : ℝ => L / (m * π) * Real.sin (m * π * y / L)) (Real.cos (m * π * x / L)) x := by
    intro x _
    exact ((hasDerivAt_phase L m x).sin.const_mul (L / (m * π))).congr_deriv (by field_simp)
  rw [intervalIntegral.integral_eq_sub_of_hasDerivAt hd
    (Continuous.intervalIntegrable (by fun_prop) _ _)]
  have e : (m : ℝ) * π * L / L = m * π := mul_div_cancel_right₀ _ hL'
  simp only [e, mul_zero, zero_div, Real.sin_zero, Real.sin_int_mul_pi, sub_self]

/-- The standing waves are orthonormal on the box: for `i ≥ 1` the overlap of orbitals `i`
and `j` is one if `i = j` and zero otherwise. -/
theorem orbital_orthonormal {L : ℝ} (hL : 0 < L) {i j : ℕ} (hi : 1 ≤ i) :
    ∫ x in (0 : ℝ)..L, orbital L i x * orbital L j x = if i = j then 1 else 0 := by
  have hs : Real.sqrt (2 / L) * Real.sqrt (2 / L) = 2 / L := Real.mul_self_sqrt (by positivity)
  -- a product of sines is a difference of cosines
  have hprod : ∀ x, orbital L i x * orbital L j x =
      (1 / L) * (Real.cos (((i : ℤ) - (j : ℤ) : ℤ) * π * x / L)
        - Real.cos (((i : ℤ) + (j : ℤ) : ℤ) * π * x / L)) := by
    intro x
    have e1 : (((i : ℤ) - (j : ℤ) : ℤ) : ℝ) * π * x / L = i * π * x / L - j * π * x / L := by
      push_cast; ring
    have e2 : (((i : ℤ) + (j : ℤ) : ℤ) : ℝ) * π * x / L = i * π * x / L + j * π * x / L := by
      push_cast; ring
    rw [e1, e2, Real.cos_sub, Real.cos_add]
    unfold orbital
    linear_combination (Real.sin (i * π * x / L) * Real.sin (j * π * x / L)) * hs
  have hc : ∀ m : ℤ, IntervalIntegrable (fun x : ℝ => Real.cos (m * π * x / L))
      MeasureTheory.volume 0 L := fun m => Continuous.intervalIntegrable (by fun_prop) _ _
  simp only [hprod]
  rw [intervalIntegral.integral_const_mul,
    intervalIntegral.integral_sub (hc ((i : ℤ) - j)) (hc ((i : ℤ) + j)),
    integral_cos_halfwaves hL ((i : ℤ) + j) (by omega)]
  by_cases h : i = j
  · subst h
    simp [hL.ne']
  · rw [integral_cos_halfwaves hL ((i : ℤ) - j) (by omega), if_neg h]
    simp
```

Next come the boundary conditions and the Schrödinger equation. The sine vanishes at 0 and at jπ, and differentiating twice brings down −(jπ/L)², so

−(1/2) φⱼ″ = ((jπ/L)²/2) φⱼ,

where φⱼ is the orbital. In the proof, `h1` is the first derivative and `h2` the second.

```lean
/-- For `j ≥ 1` the standing wave vanishes at both walls, is normalised, and solves the
free Schrödinger equation with energy `level L j`. -/
theorem orbital_eigenstate {L : ℝ} (hL : 0 < L) {j : ℕ} (hj : 1 ≤ j) :
    orbital L j 0 = 0 ∧ orbital L j L = 0 ∧ (∫ x in (0 : ℝ)..L, orbital L j x ^ 2) = 1 ∧
      ∀ x, -(1 / 2) * deriv (deriv (orbital L j)) x = level L j * orbital L j x := by
  refine ⟨by simp [orbital], ?_, ?_, ?_⟩
  · rw [orbital, mul_div_cancel_right₀ _ hL.ne', Real.sin_nat_mul_pi, mul_zero]
  · simp only [pow_two]
    rw [orbital_orthonormal hL hj, if_pos rfl]
  · intro x
    have h1 : deriv (orbital L j) = fun y : ℝ =>
        Real.sqrt (2 / L) * (Real.cos (j * π * y / L) * (j * π / L)) := by
      funext y
      have h : HasDerivAt (orbital L j)
          (Real.sqrt (2 / L) * (Real.cos (j * π * y / L) * (j * π / L))) y :=
        (hasDerivAt_phase L j y).sin.const_mul (Real.sqrt (2 / L))
      exact h.deriv
    have h2 := ((hasDerivAt_phase L j x).cos.mul_const (j * π / L)).const_mul
      (Real.sqrt (2 / L))
    rw [h1, h2.deriv]
    unfold orbital level
    ring
```

Q: Does that establish the many-body ground state?

A: Not by itself. You also need that these sines exhaust the levels of the box, that non-interacting spinless fermions in their ground state occupy the lowest N of them, and that the density of this state is the sum of the squared orbitals. All three are standard quantum mechanics, but here they enter as interpretation: the file contains no many-body wave function.

Q: Fine. Where is the telescoping sum?

A: It is an induction on N, in which n stands for a particle number and not for the density. Adding the term j = n + 1 replaces sin((2n+1)θ) by sin((2n+3)θ); `e1` and `e2` write these two angles as 2(n+1)θ ∓ θ, and the addition formulas do the rest.

```lean
/-- The Dirichlet sum: cosines of the even multiples of an angle telescope after
multiplication by its sine. -/
theorem dirichlet_sum (N : ℕ) (θ : ℝ) :
    2 * Real.sin θ * ∑ j ∈ Finset.Icc 1 N, Real.cos (2 * j * θ) =
      Real.sin ((2 * N + 1) * θ) - Real.sin θ := by
  induction N with
  | zero => simp
  | succ n ih =>
    have e1 : (2 * (n : ℝ) + 1) * θ = 2 * ((n + 1 : ℕ) : ℝ) * θ - θ := by push_cast; ring
    have e2 : (2 * ((n + 1 : ℕ) : ℝ) + 1) * θ = 2 * ((n + 1 : ℕ) : ℝ) * θ + θ := by ring
    rw [Finset.sum_Icc_succ_top (by omega), mul_add, ih, e1, e2, Real.sin_sub, Real.sin_add]
    ring
```

The density theorem then says: for L > 0, any N, and x strictly between the walls, `density L N x` equals the expression derived above. In its proof, `hs` is the positivity of sin θ, `horb` the double-angle step, and `hC` the divided cosine sum. The facts `hT`, `hn` and `harg` are the three translations into T and kF. The last line cancels sin θ against its inverse, leaving the extra 1/(2L).

```lean
/-- Inside the box the exact density is the uniform value `kF / π` minus an oscillation of wave
number `2 kF` and amplitude `1 / (2 T kF sin (π x / L))`, where `T` is the crossing time and
`T kF = L`. -/
theorem density_eq {L : ℝ} (hL : 0 < L) (N : ℕ) {x : ℝ} (hx : 0 < x) (hxL : x < L) :
    density L N x = kF L N / π -
      Real.sin (2 * kF L N * x) /
        (2 * (crossingTime L N * kF L N) * Real.sin (π * x / L)) := by
  have hs : 0 < Real.sin (π * x / L) := by
    apply Real.sin_pos_of_pos_of_lt_pi (by positivity)
    rw [div_lt_iff₀ hL]
    nlinarith [mul_pos Real.pi_pos (sub_pos.2 hxL)]
  have hk : 0 < kF L N := by unfold kF; positivity
  have hT : crossingTime L N * kF L N = L := div_mul_cancel₀ _ hk.ne'
  have hn : kF L N / π = (N + 1 / 2) / L := by
    rw [kF, div_right_comm, mul_div_cancel_right₀ _ Real.pi_ne_zero]
  have harg : 2 * kF L N * x = (2 * N + 1) * (π * x / L) := by unfold kF; ring
  -- each orbital density is a constant minus a cosine
  have horb : ∀ j ∈ Finset.Icc 1 N,
      orbital L j x ^ 2 = 1 / L - 1 / L * Real.cos (2 * j * (π * x / L)) := by
    intro j _
    have e : 2 * (j : ℝ) * (π * x / L) = 2 * (j * π * x / L) := by ring
    rw [e, Real.cos_two_mul, orbital, mul_pow, Real.sq_sqrt (by positivity), Real.sin_sq]
    ring
  have hC : ∑ j ∈ Finset.Icc 1 N, Real.cos (2 * j * (π * x / L)) =
      (Real.sin ((2 * N + 1) * (π * x / L)) - Real.sin (π * x / L)) /
        (2 * Real.sin (π * x / L)) := by
    rw [eq_div_iff (by positivity)]
    linarith [dirichlet_sum N (π * x / L)]
  rw [hT, hn, harg, density, Finset.sum_congr rfl horb, Finset.sum_sub_distrib,
    ← Finset.mul_sum, hC, Finset.sum_const, Nat.card_Icc, Nat.add_sub_cancel, nsmul_eq_mul]
  linear_combination (1 / (2 * L)) * mul_inv_cancel₀ hs.ne'
```

Q: Why exclude the walls?

A: There the quotient is 0/0. Lean assigns it the value 0, so the right-hand side would be kF/π, while the true density is zero.

Q: Here is my real worry. The uniform term kF/π integrates to N + 1/2. You have half a particle too many.

A: The oscillating term removes it. The particle number follows directly from the orbitals: integrate the finite sum term by term, and each of the N normalised orbitals contributes 1.

```lean
/-- The density integrates over the box to the number of fermions. -/
theorem integral_density {L : ℝ} (hL : 0 < L) (N : ℕ) :
    ∫ x in (0 : ℝ)..L, density L N x = N := by
  have hc : ∀ j, Continuous (orbital L j) := fun j => by unfold orbital; fun_prop
  have hi : ∀ j ∈ Finset.Icc 1 N, IntervalIntegrable (fun x : ℝ => orbital L j x ^ 2)
      MeasureTheory.volume 0 L := fun j _ => ((hc j).pow 2).intervalIntegrable _ _
  unfold density
  rw [intervalIntegral.integral_finsetSum hi,
    Finset.sum_congr rfl
      (fun j hj => (orbital_eigenstate hL (Finset.mem_Icc.1 hj).1).2.2.1)]
  simp
```

The integral of the oscillating term is therefore

(N + 1/2) − N = 1/2

for every N. The proof replaces the oscillation by kF/π minus the density, which is allowed under the integral because the formula fails only at the walls, a set of measure zero.

```lean
/-- The oscillating term of the density integrates over the box to exactly one half,
whatever the number of fermions. -/
theorem integral_oscillation {L : ℝ} (hL : 0 < L) (N : ℕ) :
    ∫ x in (0 : ℝ)..L, Real.sin (2 * kF L N * x) /
      (2 * (crossingTime L N * kF L N) * Real.sin (π * x / L)) = 1 / 2 := by
  have hne : ∀ᵐ x : ℝ ∂MeasureTheory.volume, x ≠ L := by simp [MeasureTheory.ae_iff]
  -- away from the wall the oscillation is the uniform term minus the density
  have hcongr : ∫ x in (0 : ℝ)..L, Real.sin (2 * kF L N * x) /
      (2 * (crossingTime L N * kF L N) * Real.sin (π * x / L)) =
      ∫ x in (0 : ℝ)..L, (kF L N / π - density L N x) := by
    apply intervalIntegral.integral_congr_ae
    filter_upwards [hne] with x hx hmem
    rw [Set.uIoc_of_le hL.le] at hmem
    rw [density_eq hL N hmem.1 (lt_of_le_of_ne hmem.2 hx)]
    ring
  have hd : Continuous (density L N) := by unfold density orbital; fun_prop
  have hn : kF L N / π = (N + 1 / 2) / L := by
    rw [kF, div_right_comm, mul_div_cancel_right₀ _ Real.pi_ne_zero]
  have hN : L * (((N : ℝ) + 1 / 2) / L) = N + 1 / 2 := by
    rw [mul_comm, div_mul_cancel₀ _ hL.ne']
  rw [hcongr, intervalIntegral.integral_sub (continuous_const.intervalIntegrable _ _)
    (hd.intervalIntegrable _ _), intervalIntegral.integral_const, integral_density hL,
    smul_eq_mul, sub_zero, hn, hN]
  ring
```

So the term you might call a ripple does not average to zero.

Q: Is it at least small in the middle of the box?

A: At x = L/2 we have 2 kF x = Nπ + π/2, whose sine is (−1)ᴺ, and sin(πx/L) = 1. Hence

n(L/2) = kF/π − (−1)ᴺ/(2L).

The density lies below kF/π for even N and above it for odd N, always by 1/(2L). Relative to kF/π this is 1/(2N+1), so it is small for many particles. Near a wall it is not small, since there it has to cancel the uniform term. The proof evaluates the two sines, with `e1` and `e2` as their arguments.

```lean
/-- At the centre of the box the density differs from `kF / π` by `1 / (2 L)`, below it for
even and above it for odd particle number. -/
theorem density_centre {L : ℝ} (hL : 0 < L) (N : ℕ) :
    density L N (L / 2) = kF L N / π - (-1) ^ N / (2 * L) := by
  have hk : 0 < kF L N := by unfold kF; positivity
  have hT : crossingTime L N * kF L N = L := div_mul_cancel₀ _ hk.ne'
  have e1 : 2 * kF L N * (L / 2) = N * π + π / 2 := by
    unfold kF
    linear_combination ((N : ℝ) + 1 / 2) * π * mul_inv_cancel₀ hL.ne'
  have e2 : π * (L / 2) / L = π / 2 := by
    linear_combination (π / 2) * mul_inv_cancel₀ hL.ne'
  rw [density_eq hL N (by linarith) (by linarith), hT, e1, e2, Real.sin_add_pi_div_two,
    Real.cos_nat_mul_pi, Real.sin_pi_div_two, mul_one]
```

Q: Does the same kF organise the energy?

A: Yes. Summing the squares,

E = (π²/(2L²)) Σⱼ j² = π² N(N+1)(2N+1)/(12L²).

With ν = N + 1/2 we have N(N+1) = ν² − 1/4 and 2N+1 = 2ν, so

E = π² (ν³ − ν/4)/(6L²).

Substituting ν = kF L/π,

E = L kF³/(6π) − π kF/(24L).

At fixed kF the first term grows with the length of the box and the second is a finite-size correction. At fixed mean density N/L the first term contains finite-size corrections too, because kF = πN/L + π/(2L) then depends on L. In the proof, `h` obtains the closed form by induction, and the remaining lines are the substitution.

```lean
/-- The total energy of the filled levels is exactly a bulk term cubic in `kF` and
proportional to `L`, minus a finite-size term `π kF / (24 L)`. -/
theorem total_energy {L : ℝ} (hL : 0 < L) (N : ℕ) :
    ∑ j ∈ Finset.Icc 1 N, level L j =
      L * kF L N ^ 3 / (6 * π) - π * kF L N / (24 * L) := by
  have h : ∀ n : ℕ, ∑ j ∈ Finset.Icc 1 n, level L j =
      (π / L) ^ 2 * (n * (n + 1) * (2 * n + 1)) / 12 := by
    intro n
    induction n with
    | zero => simp
    | succ n ih =>
      rw [Finset.sum_Icc_succ_top (by omega), ih]
      unfold level
      push_cast
      ring
  have hL' : L ≠ 0 := hL.ne'
  have hpi : π ≠ 0 := Real.pi_ne_zero
  rw [h]
  unfold kF
  field_simp
  ring

end

end FlatBoxFermions
```

```lean
#print axioms FlatBoxFermions.integral_oscillation
#print axioms FlatBoxFermions.density_centre
#print axioms FlatBoxFermions.total_energy
```

```
'FlatBoxFermions.integral_oscillation' depends on axioms: [propext, Classical.choice, Quot.sound]
'FlatBoxFermions.density_centre' depends on axioms: [propext, Classical.choice, Quot.sound]
'FlatBoxFermions.total_energy' depends on axioms: [propext, Classical.choice, Quot.sound]
```

Q: What may I use this for, then?

A: As an exact reference for orbital-free density approximations, within a model of non-interacting spinless fermions in one dimension with a flat potential and hard walls. You can compare an approximate density with it point by point, including the region near the walls. It says nothing about smooth potentials, interactions or three dimensions.
